# A Hebel–Slichter lower bound on the energy retained from a spin-temperature state under symmetric rates

## Levels, rates and the energy origin

Take $N$ levels with real energies $E_i$, not all equal, and measure energy from the mean level, so that $\sum_i E_i=0$. Transitions between levels have symmetric rates $W_{ij}=W_{ji}$. The populations $p_i$ obey $dp/dt=-Lp$, where

$$(Lp)_i=\sum_j W_{ij}(p_i-p_j).$$

Write $\langle x,y\rangle=\sum_i x_iy_i$. The Hebel–Slichter rate is

$$R=\frac{\langle E,LE\rangle}{\langle E,E\rangle}=\frac{\tfrac12\sum_{ij}W_{ij}(E_i-E_j)^2}{\sum_i E_i^2}.$$

The initial populations are the linearised Boltzmann form $p(0)=(\mathbf 1-\beta E)/N$, where $\mathbf 1$ is the vector of ones and $\beta\neq0$ is the inverse spin temperature.

## The bound and its equality case

For every $t>0$,

$$\frac{\langle E,p(t)\rangle}{\langle E,p(0)\rangle}\ \ge\ e^{-Rt},$$

with equality exactly when $LE=\mu E$ for some real $\mu$.

The usual Hebel–Slichter argument assumes that fast spin–spin coupling holds the populations at a spin temperature throughout the decay. Here they only start at one and then follow the master equation. Under that evolution, $e^{-Rt}$ never exceeds the fraction of the initial mean energy, measured from the mean level, that remains.

## Replacing a rate matrix by one relaxation time

When a table of transition rates is condensed into $T_1=1/R$, with $R>0$, the bound offers a check against propagated populations. For a finite level system with symmetric rates that starts from the state $p(0)$ above, the propagated ratio $\langle E,p(t)\rangle/\langle E,p(0)\rangle$ should lie on or above the exponential, up to the numerical error of the propagation, which includes any time-step error.

Spin 3/2 with equally spaced Zeeman levels and quadrupolar relaxation gives a test case. Let $a$ be the rate of each of the two outer single-quantum transitions and $b$ that of each of the two double-quantum ones. Then $R=\tfrac25(a+4b)$, and the single exponential is exact only for $a=b$.

## From relaxation modes to a tangent line

**The double sum.** By definition $\langle E,LE\rangle=\sum_{ij}W_{ij}E_i(E_i-E_j)$. Exchanging $i$ and $j$ and using symmetry gives $\sum_{ij}W_{ij}E_j(E_j-E_i)$. The average of the two expressions is $\tfrac12\sum_{ij}W_{ij}(E_i-E_j)^2$.

**Modes.** Since $L$ is real and symmetric, $L=U\,\mathrm{diag}(d)\,U^T$ with $U$ orthogonal. With $y=U^TE$,

$$\langle E,E\rangle=\sum_k y_k^2,\qquad R\langle E,E\rangle=\sum_k d_ky_k^2,\qquad \langle E,e^{-tL}E\rangle=\sum_k e^{-td_k}y_k^2.$$

**Inequality.** Put $x=-t(d_k-R)$ in $e^x\ge1+x$ and multiply by $e^{-Rt}$:

$$e^{-td_k}\ge e^{-Rt}\bigl[1-t(d_k-R)\bigr].$$

Multiply by $y_k^2$ and sum over $k$. The linear term vanishes because $\sum_k(d_k-R)y_k^2=0$, which leaves $\langle E,e^{-tL}E\rangle\ge e^{-Rt}\langle E,E\rangle$.

**Equality.** The tangent bound is strict for $x\ne0$. Equality therefore forces $d_k=R$ wherever $y_k\neq0$, which means $LE=RE$. Conversely, if $LE=\mu E$, the product with $E$ gives $\mu=R$. Every mode present in $E$ then has $d_k=R$, and equality holds.

**Populations.** Since $L\mathbf 1=0$, we have $e^{-tL}\mathbf 1=\mathbf 1$, and the zero sum gives $\langle E,\mathbf 1\rangle=0$. Hence

$$\langle E,p(t)\rangle=-\frac{\beta}{N}\langle E,e^{-tL}E\rangle.$$

The nonzero factor $-\beta/N$ cancels in the ratio to $t=0$.

**Spin 3/2.** With $E=(\tfrac32,\tfrac12,-\tfrac12,-\tfrac32)$, one finds $LE=(a+2b,\,2b-a,\,a-2b,\,-a-2b)$. Thus $\langle E,LE\rangle=2a+8b$ and $\langle E,E\rangle=5$, which gives $R$. An eigenvector needs $a+2b=3(2b-a)$, that is, $a=b$; then $\mu=2a$.

## The Lean source

```lean
import Mathlib

open Matrix

namespace SpinTemperatureRelaxation

noncomputable section

variable {n : Type*} [Fintype n] [DecidableEq n]

/-- The relaxation matrix `L` of symmetric transition rates `W`: total outgoing rates on the
diagonal, minus the rates themselves. -/
def laplacian (W : Matrix n n ℝ) : Matrix n n ℝ :=
  diagonal (fun i => ∑ j, W i j) - W

/-- The propagator `exp (-t L)` of the master equation `dp/dt = -L p`. -/
def propagator (W : Matrix n n ℝ) (t : ℝ) : Matrix n n ℝ :=
  NormedSpace.exp ((-t) • laplacian W)

/-- The Hebel-Slichter rate `⟨E, L E⟩ / ⟨E, E⟩`, for a nonzero energy vector `E`. -/
def hebelSlichterRate (W : Matrix n n ℝ) (E : n → ℝ) : ℝ :=
  (E ⬝ᵥ laplacian W *ᵥ E) / (E ⬝ᵥ E)

/-- High-temperature populations `(1 - β E i) / N` at inverse spin temperature `β`, for a nonempty
set of `N` levels whose energies sum to zero. -/
def spinTemperatureState (E : n → ℝ) (β : ℝ) : n → ℝ :=
  (Fintype.card n : ℝ)⁻¹ • ((fun _ => 1) - β • E)

/-- The relaxation matrix applied to `p`, as a sum over levels; for symmetric rates this is the net
outflow from level `i`. -/
theorem laplacian_mulVec (W : Matrix n n ℝ) (p : n → ℝ) (i : n) :
    (laplacian W *ᵥ p) i = ∑ j, W i j * (p i - p j) := by
  simp only [laplacian, sub_mulVec, Pi.sub_apply, mulVec_diagonal]
  simp only [mulVec, dotProduct, mul_sub, Finset.sum_sub_distrib, Finset.sum_mul]

/-- For symmetric rates, `⟨E, L E⟩` is the Hebel-Slichter sum of rates times squared
energy differences, each pair of levels counted once. -/
theorem hebelSlichter_sum {W : Matrix n n ℝ} (hW : W.IsSymm) (E : n → ℝ) :
    E ⬝ᵥ laplacian W *ᵥ E = (1 / 2) * ∑ i, ∑ j, W i j * (E i - E j) ^ 2 := by
  have h1 : E ⬝ᵥ laplacian W *ᵥ E = ∑ i, ∑ j, E i * (W i j * (E i - E j)) := by
    simp only [dotProduct, laplacian_mulVec, Finset.mul_sum]
  -- exchange the two levels
  have h2 : ∑ i, ∑ j, E i * (W i j * (E i - E j))
      = ∑ i, ∑ j, E j * (W i j * (E j - E i)) := by
    rw [Finset.sum_comm]
    refine Finset.sum_congr rfl fun i _ => Finset.sum_congr rfl fun j _ => ?_
    rw [hW.apply i j]
  have h3 : ∑ i, ∑ j, E i * (W i j * (E i - E j)) + ∑ i, ∑ j, E j * (W i j * (E j - E i))
      = ∑ i, ∑ j, W i j * (E i - E j) ^ 2 := by
    simp only [← Finset.sum_add_distrib]
    refine Finset.sum_congr rfl fun i _ => Finset.sum_congr rfl fun j _ => ?_
    ring
  linarith

/-- For symmetric nonnegative rates the Hebel-Slichter rate is nonnegative. -/
theorem hebelSlichterRate_nonneg {W : Matrix n n ℝ} (hW : W.IsSymm)
    (hpos : ∀ i j, 0 ≤ W i j) (E : n → ℝ) : 0 ≤ hebelSlichterRate W E := by
  unfold hebelSlichterRate
  rw [hebelSlichter_sum hW]
  refine div_nonneg (mul_nonneg (by norm_num) ?_)
    (Finset.sum_nonneg fun i _ => mul_self_nonneg (E i))
  exact Finset.sum_nonneg fun i _ => Finset.sum_nonneg fun j _ =>
    mul_nonneg (hpos i j) (sq_nonneg _)

/-- For symmetric rates, orthogonal relaxation modes diagonalize the relaxation matrix, and the
propagator multiplies each mode by `exp (-t d k)`. -/
theorem relaxation_modes {W : Matrix n n ℝ} (hW : W.IsSymm) :
    ∃ (U : Matrix n n ℝ) (d : n → ℝ), U * Uᵀ = 1 ∧ laplacian W = U * diagonal d * Uᵀ ∧
      ∀ t, propagator W t = U * diagonal (fun k => Real.exp (-t * d k)) * Uᵀ := by
  have hH : (laplacian W).IsHermitian := by
    rw [IsHermitian, conjTranspose_eq_transpose_of_trivial, laplacian, transpose_sub,
      diagonal_transpose, hW.eq]
  let U : Matrix n n ℝ := hH.eigenvectorUnitary
  have hstar : star U = Uᵀ := by
    rw [star_eq_conjTranspose, conjTranspose_eq_transpose_of_trivial]
  have hU : U * Uᵀ = 1 := by
    rw [← hstar]
    exact mem_unitaryGroup_iff.1 hH.eigenvectorUnitary.2
  have hL : laplacian W = U * diagonal hH.eigenvalues * Uᵀ := by
    have h := hH.spectral_theorem
    rw [Unitary.conjStarAlgAut_apply] at h
    rw [← hstar]
    exact h
  refine ⟨U, hH.eigenvalues, hU, hL, fun t => ?_⟩
  generalize hH.eigenvalues = d at hL
  have hinv : U⁻¹ = Uᵀ := inv_eq_right_inv hU
  have hunit : IsUnit U := IsUnit.of_mul_eq_one _ hU
  have hd : (-t) • diagonal d = diagonal (fun k => -t * d k) := by
    ext i j
    by_cases h : i = j
    · subst h; simp
    · simp [h]
  have he : NormedSpace.exp (diagonal (fun k => -t * d k))
      = diagonal (fun k => Real.exp (-t * d k)) := by
    rw [Matrix.exp_diagonal]
    congr 1
    ext k
    simp [Real.exp_eq_exp_ℝ]
  rw [propagator, hL, ← Matrix.smul_mul, ← Matrix.mul_smul, hd, ← hinv,
    Matrix.exp_conj _ _ hunit, he]

/-- In orthogonal modes, a quadratic form is a sum of mode values weighted by squared
amplitudes. -/
theorem mode_sum (U : Matrix n n ℝ) (f x : n → ℝ) :
    x ⬝ᵥ (U * diagonal f * Uᵀ) *ᵥ x = ∑ k, f k * (Uᵀ *ᵥ x) k ^ 2 := by
  rw [← mulVec_mulVec, ← mulVec_mulVec, dotProduct_mulVec, ← mulVec_transpose]
  simp only [dotProduct, mulVec_diagonal]
  exact Finset.sum_congr rfl fun k _ => by ring

/-- For orthogonal modes `U`, a nonzero vector is an eigenvector with value `c` exactly when every
mode it contains has the value `c`. -/
theorem eigen_iff_modes {U : Matrix n n ℝ} (hU : U * Uᵀ = 1) (f v : n → ℝ) (c : ℝ) :
    (U * diagonal f * Uᵀ) *ᵥ v = c • v ↔
      ∀ k, f k * (Uᵀ *ᵥ v) k = c * (Uᵀ *ᵥ v) k := by
  have hU' : Uᵀ * U = 1 := mul_eq_one_comm.1 hU
  constructor
  · intro h k
    have h1 : Uᵀ *ᵥ ((U * diagonal f * Uᵀ) *ᵥ v) = diagonal f *ᵥ (Uᵀ *ᵥ v) := by
      rw [mulVec_mulVec, mulVec_mulVec, Matrix.mul_assoc U, ← Matrix.mul_assoc Uᵀ, hU',
        Matrix.one_mul]
    rw [h, mulVec_smul] at h1
    have h2 := congrFun h1 k
    rw [mulVec_diagonal, Pi.smul_apply, smul_eq_mul] at h2
    exact h2.symm
  · intro h
    have h1 : diagonal f *ᵥ (Uᵀ *ᵥ v) = c • (Uᵀ *ᵥ v) := by
      ext k
      rw [mulVec_diagonal, Pi.smul_apply, smul_eq_mul]
      exact h k
    rw [← mulVec_mulVec, ← mulVec_mulVec, h1, mulVec_smul, mulVec_mulVec, hU, one_mulVec]

/-- For symmetric rates, a nonzero energy vector and `t > 0`, the normalized energy
autocorrelation is at least `exp (-R t)` with `R` the Hebel-Slichter rate, with equality
exactly when `E` is an eigenvector of the relaxation matrix. -/
theorem autocorrelation_bound {W : Matrix n n ℝ} (hW : W.IsSymm) {E : n → ℝ} (hE : E ≠ 0)
    {t : ℝ} (ht : 0 < t) :
    Real.exp (-hebelSlichterRate W E * t) ≤ (E ⬝ᵥ propagator W t *ᵥ E) / (E ⬝ᵥ E) ∧
    ((E ⬝ᵥ propagator W t *ᵥ E) / (E ⬝ᵥ E) = Real.exp (-hebelSlichterRate W E * t) ↔
      ∃ μ : ℝ, laplacian W *ᵥ E = μ • E) := by
  have hs : 0 < E ⬝ᵥ E := lt_of_le_of_ne
    (Finset.sum_nonneg fun i _ => mul_self_nonneg (E i))
    (fun h => hE (dotProduct_self_eq_zero.1 h.symm))
  have hR : E ⬝ᵥ laplacian W *ᵥ E = hebelSlichterRate W E * (E ⬝ᵥ E) :=
    (div_mul_cancel₀ _ hs.ne').symm
  obtain ⟨U, d, hU, hL, hP⟩ := relaxation_modes hW
  have h1 := mode_sum U (fun _ => 1) E
  rw [diagonal_one, Matrix.mul_one, hU, one_mulVec] at h1
  simp only [one_mul] at h1
  have h2 := mode_sum U d E
  rw [← hL, hR] at h2
  have h3 := mode_sum U (fun k => Real.exp (-t * d k)) E
  rw [← hP t] at h3
  have h4 := eigen_iff_modes hU d E
  rw [← hL] at h4
  generalize hebelSlichterRate W E = R at *
  generalize Uᵀ *ᵥ E = y at *
  -- gap between each exponential and its tangent at the mean rate
  let g : n → ℝ := fun k => Real.exp (-t * d k) - Real.exp (-R * t) * (1 - t * (d k - R))
  have hfac : ∀ k, g k = Real.exp (-R * t) *
      (Real.exp (-t * (d k - R)) - (-t * (d k - R) + 1)) := by
    intro k
    have : Real.exp (-t * d k) = Real.exp (-R * t) * Real.exp (-t * (d k - R)) := by
      rw [← Real.exp_add]
      congr 1
      ring
    simp only [g, this]
    ring
  have hg : ∀ k, 0 ≤ g k := fun k => by
    rw [hfac]
    exact mul_nonneg (Real.exp_pos _).le (sub_nonneg.2 (Real.add_one_le_exp _))
  have hg0 : ∀ k, g k = 0 → d k = R := fun k hk => by
    by_contra hne
    have hx : -t * (d k - R) ≠ 0 := mul_ne_zero (neg_ne_zero.2 ht.ne') (sub_ne_zero.2 hne)
    have := mul_pos (Real.exp_pos (-R * t)) (sub_pos.2 (Real.add_one_lt_exp hx))
    rw [← hfac, hk] at this
    exact lt_irrefl _ this
  have hsum : ∑ k, g k * y k ^ 2
      = E ⬝ᵥ propagator W t *ᵥ E - Real.exp (-R * t) * (E ⬝ᵥ E) := by
    have : ∑ k, g k * y k ^ 2 = ∑ k, Real.exp (-t * d k) * y k ^ 2
        - Real.exp (-R * t) * (1 + t * R) * ∑ k, y k ^ 2
        + Real.exp (-R * t) * t * ∑ k, d k * y k ^ 2 := by
      rw [Finset.mul_sum, Finset.mul_sum, ← Finset.sum_sub_distrib, ← Finset.sum_add_distrib]
      refine Finset.sum_congr rfl fun k _ => ?_
      simp only [g]
      ring
    rw [this, ← h1, ← h2, ← h3]
    ring
  have hterm : ∀ k ∈ Finset.univ, 0 ≤ g k * y k ^ 2 :=
    fun k _ => mul_nonneg (hg k) (sq_nonneg _)
  refine ⟨?_, ?_⟩
  · rw [le_div_iff₀ hs]
    linarith [Finset.sum_nonneg hterm]
  · rw [div_eq_iff hs.ne', ← sub_eq_zero, ← hsum, Finset.sum_eq_zero_iff_of_nonneg hterm]
    constructor
    · intro h
      refine ⟨R, (h4 R).2 fun k => ?_⟩
      rcases mul_eq_zero.1 (h k (Finset.mem_univ k)) with hk | hk
      · rw [hg0 k hk]
      · rw [pow_eq_zero_iff two_ne_zero] at hk
        rw [hk, mul_zero, mul_zero]
    · rintro ⟨μ, hμ⟩ k _
      -- the eigenvalue is the mean rate
      have hμR : μ = R := by
        rw [hμ, dotProduct_smul, smul_eq_mul] at hR
        exact mul_right_cancel₀ hs.ne' hR
      have hk := (h4 μ).1 hμ k
      by_cases hy : y k = 0
      · rw [hy]; ring
      · have hdk : d k = R := (mul_right_cancel₀ hy hk).trans hμR
        rw [hfac, hdk]
        simp

/-- For symmetric rates, uniform populations are stationary. -/
theorem propagator_uniform {W : Matrix n n ℝ} (hW : W.IsSymm) (t : ℝ) :
    propagator W t *ᵥ (fun _ => 1) = fun _ => 1 := by
  obtain ⟨U, d, hU, hL, hP⟩ := relaxation_modes hW
  have h0 : laplacian W *ᵥ (fun _ => 1) = (0 : ℝ) • (fun _ => 1) := by
    ext i
    rw [laplacian_mulVec]
    simp
  rw [hL, eigen_iff_modes hU] at h0
  have h1 := (eigen_iff_modes hU (fun k => Real.exp (-t * d k)) (fun _ => 1) 1).2 fun k => by
    rcases mul_eq_zero.1 ((h0 k).trans (zero_mul _)) with hk | hk
    · simp [hk]
    · rw [hk, mul_zero, mul_zero]
  rw [hP, h1, one_smul]

/-- Let the rates be symmetric, the energies not all zero but of zero sum, and `β ≠ 0`. Starting
from a spin-temperature state, the fraction of mean energy left at `t > 0` is at least `exp (-R t)`
with `R` the Hebel-Slichter rate, with equality exactly when `E` is an eigenvector of `L`. -/
theorem energy_retention_bound {W : Matrix n n ℝ} (hW : W.IsSymm) {E : n → ℝ} (hE : E ≠ 0)
    (hsum : ∑ i, E i = 0) {β t : ℝ} (hβ : β ≠ 0) (ht : 0 < t) :
    Real.exp (-hebelSlichterRate W E * t) ≤
      (E ⬝ᵥ propagator W t *ᵥ spinTemperatureState E β) / (E ⬝ᵥ spinTemperatureState E β) ∧
    ((E ⬝ᵥ propagator W t *ᵥ spinTemperatureState E β) / (E ⬝ᵥ spinTemperatureState E β)
        = Real.exp (-hebelSlichterRate W E * t) ↔
      ∃ μ : ℝ, laplacian W *ᵥ E = μ • E) := by
  obtain ⟨i, -⟩ := Function.ne_iff.1 hE
  have : Nonempty n := ⟨i⟩
  have hN : (Fintype.card n : ℝ)⁻¹ ≠ 0 :=
    inv_ne_zero (Nat.cast_ne_zero.2 Fintype.card_ne_zero)
  have hone : E ⬝ᵥ (fun _ => (1 : ℝ)) = 0 := by
    simp only [dotProduct, mul_one]
    exact hsum
  -- the uniform part carries no energy
  have h0 : E ⬝ᵥ spinTemperatureState E β
      = (-(Fintype.card n : ℝ)⁻¹ * β) * (E ⬝ᵥ E) := by
    rw [spinTemperatureState, dotProduct_smul, dotProduct_sub, dotProduct_smul, hone]
    simp only [smul_eq_mul]
    ring
  have h1 : E ⬝ᵥ propagator W t *ᵥ spinTemperatureState E β
      = (-(Fintype.card n : ℝ)⁻¹ * β) * (E ⬝ᵥ propagator W t *ᵥ E) := by
    rw [spinTemperatureState, mulVec_smul, mulVec_sub, mulVec_smul, propagator_uniform hW,
      dotProduct_smul, dotProduct_sub, dotProduct_smul, hone]
    simp only [smul_eq_mul]
    ring
  rw [h0, h1, mul_div_mul_left _ _ (mul_ne_zero (neg_ne_zero.2 hN) hβ)]
  exact autocorrelation_bound hW hE ht

/-- For four levels with energies `3/2, 1/2, -1/2, -3/2`, rate `a` for the two outer
single-quantum transitions and `b` for the two double-quantum ones, the Hebel-Slichter rate is
`(2/5) (a + 4 b)`, and the energy vector is an eigenvector of `L` exactly when `a = b`. -/
theorem quadrupolar_spin_three_halves (a b : ℝ) :
    let W : Matrix (Fin 4) (Fin 4) ℝ := !![0, a, b, 0; a, 0, 0, b; b, 0, 0, a; 0, b, a, 0]
    let E : Fin 4 → ℝ := ![3 / 2, 1 / 2, -1 / 2, -3 / 2]
    hebelSlichterRate W E = 2 / 5 * (a + 4 * b) ∧
      ((∃ μ : ℝ, laplacian W *ᵥ E = μ • E) ↔ a = b) := by
  intro W E
  have hL : laplacian W *ᵥ E = ![a + 2 * b, 2 * b - a, a - 2 * b, -a - 2 * b] := by
    ext i
    rw [laplacian_mulVec]
    fin_cases i <;> simp [W, E, Fin.sum_univ_succ] <;> ring
  refine ⟨?_, ?_⟩
  · rw [hebelSlichterRate, hL]
    simp [E, dotProduct, Fin.sum_univ_succ]
    ring
  · rw [hL]
    constructor
    · rintro ⟨μ, h⟩
      have h0 : a + 2 * b = μ * (3 / 2) := congrFun h 0
      have h1 : 2 * b - a = μ * (1 / 2) := congrFun h 1
      linarith
    · rintro rfl
      refine ⟨2 * a, ?_⟩
      ext i
      fin_cases i <;> simp [E] <;> ring

end

end SpinTemperatureRelaxation
```

```lean
#print axioms SpinTemperatureRelaxation.hebelSlichterRate_nonneg
#print axioms SpinTemperatureRelaxation.energy_retention_bound
#print axioms SpinTemperatureRelaxation.quadrupolar_spin_three_halves
```

```
'SpinTemperatureRelaxation.hebelSlichterRate_nonneg' depends on axioms: [propext, Classical.choice, Quot.sound]
'SpinTemperatureRelaxation.energy_retention_bound' depends on axioms: [propext, Classical.choice, Quot.sound]
'SpinTemperatureRelaxation.quadrupolar_spin_three_halves' depends on axioms: [propext, Classical.choice, Quot.sound]
```

## How the statements and lemmas match the physics

The finite type `n` labels the levels, `⬝ᵥ` is the dot product and `*ᵥ` applies a matrix to a vector. `laplacian W` is $L$, `propagator W t` is $e^{-tL}$, and `spinTemperatureState E β` is $p(0)$. In `energy_retention_bound`, the hypotheses `hW`, `hE`, `hsum`, `hβ` and `ht` are symmetry, $E\ne0$, zero sum, $\beta\neq0$ and $t>0$. Its conclusion joins the inequality to the equivalence between equality and the existence of `μ`.

`laplacian_mulVec` and `hebelSlichter_sum` establish the outflow formula and the double sum. `relaxation_modes` takes $U$ and $d$ from the spectral theorem and carries the exponential through the diagonalisation. `mode_sum` supplies the three sums over modes, and `eigen_iff_modes` translates the eigenvector condition into modes.

In `autocorrelation_bound`, `g` is the gap between an exponential and its tangent. `hfac` reduces its sign to `Real.add_one_le_exp`, and `hg0` uses the strict version. `hsum` identifies the weighted sum of gaps with the difference between the two sides; a vanishing sum of nonnegative terms then gives the equality case. `propagator_uniform` shows that uniform populations are stationary, which `energy_retention_bound` uses to pass to the spin-temperature state. `quadrupolar_spin_three_halves` computes $LE$ component by component.

## Which rates and states the bound allows

Nonnegative rates enter only in `hebelSlichterRate_nonneg`, which gives $R\ge0$; the bound itself needs symmetry alone. Symmetric rates describe the limit of a hot lattice, in which upward and downward transitions between two levels are equally fast and uniform populations are stationary. Rates obeying detailed balance at a finite lattice temperature are generally not symmetric.

Equal total rates into and out of every level are not enough for the inequality. Take three levels with $W_{12}=W_{23}=W_{31}=1$ and all other rates zero. For any nonzero zero-sum $E$, $R=\tfrac32$ and the retained fraction is

$$e^{-3t/2}\cos\!\left(\tfrac{\sqrt3}{2}t\right),$$

which lies below $e^{-Rt}$ at $t=1$, for example.

The propagator is defined as a matrix exponential; the file does not derive it as the solution of the differential equation. The initial state is linear in $\beta$, and nothing requires its populations to be positive; it approximates a Boltzmann distribution only when every $|\beta E_i|$ is small. Spin–spin coupling during the decay and the numerical errors of a computed propagation are absent from the model.
